# Omitting 0 < r < a from the 1s density loses charge of order a³ but nuclear attraction of order a²

A radial integration that starts at a distance $a>0$ from the nucleus is modelled here by leaving out the exact integral from $0$ to $a$, with no quadrature error elsewhere. For the 1s density of a one-electron atom, the theorems compare the charge and the nuclear attraction lost in this way as $a\to0^+$.

```lean
import Mathlib

open Filter Topology Set

namespace RadialGridOrigin

noncomputable section

/-- Radial density `r^(2l+2) g(r)` of an orbital of angular momentum `l`. -/
def originDensity (l : ℕ) (g : ℝ → ℝ) (r : ℝ) : ℝ := r ^ (2 * l + 2) * g r

/-- The 1s radial density `4 Z³ r² exp(-2Zr)` for nuclear charge `Z`. -/
def density1s (Z r : ℝ) : ℝ := 4 * Z ^ 3 * r ^ 2 * Real.exp (-2 * Z * r)

/-- Charge lost when a radial integration of the density `ρ` omits the interval from `0` to `a`. -/
def missingCharge (ρ : ℝ → ℝ) (a : ℝ) : ℝ := ∫ r in (0 : ℝ)..a, ρ r

/-- Magnitude of the nuclear attraction lost when the interval from `0` to `a` is omitted, for
`a > 0`; the integrand `(Z/r) ρ(r)` is meant for `r > 0`. -/
def missingAttraction (Z : ℝ) (ρ : ℝ → ℝ) (a : ℝ) : ℝ := ∫ r in (0 : ℝ)..a, Z / r * ρ r

/-- For continuous `g`, the integral of `r^n g(r)` from `0` to `a`, divided by `a^(n+1)`, tends
to `g(0)/(n+1)` as `a` tends to `0` from above. -/
theorem moment_limit (n : ℕ) {g : ℝ → ℝ} (hg : Continuous g) :
    Tendsto (fun a : ℝ => (∫ r in (0 : ℝ)..a, r ^ n * g r) / a ^ (n + 1))
      (𝓝[>] 0) (𝓝 (g 0 / (n + 1))) := by
  -- after scaling to the unit interval the integral is continuous in `a`
  have hc : Continuous (fun a : ℝ => ∫ t in (0 : ℝ)..1, t ^ n * g (a * t)) := by
    apply intervalIntegral.continuous_parametric_intervalIntegral_of_continuous'
    simp only [Function.uncurry_def]
    fun_prop
  have h0 : (∫ t in (0 : ℝ)..1, t ^ n * g (0 * t)) = g 0 / (n + 1) := by
    simp only [zero_mul, intervalIntegral.integral_mul_const, integral_pow, one_pow]
    rw [zero_pow (Nat.succ_ne_zero n)]
    ring
  have ht := (hc.tendsto 0).mono_left (nhdsWithin_le_nhds (s := Ioi (0 : ℝ)))
  rw [h0] at ht
  refine ht.congr' ?_
  filter_upwards [self_mem_nhdsWithin] with a ha
  have ha0 : a ≠ 0 := ne_of_gt ha
  -- the substitution `r = a t`
  have h := intervalIntegral.mul_integral_comp_mul_left (a := 0) (b := 1) (c := a)
    (f := fun r : ℝ => r ^ n * g r)
  have e : (∫ t in (0 : ℝ)..1, (a * t) ^ n * g (a * t))
      = a ^ n * ∫ t in (0 : ℝ)..1, t ^ n * g (a * t) := by
    rw [← intervalIntegral.integral_const_mul]
    refine intervalIntegral.integral_congr fun t _ => ?_
    simp only [mul_pow, mul_assoc]
  simp only [mul_zero, mul_one] at h
  rw [e] at h
  rw [← h, eq_div_iff (pow_ne_zero _ ha0)]
  ring

/-- For a density `r^(2l+2) g(r)` with `g` continuous, the missing charge divided by `a^(2l+3)`
tends to `g(0)/(2l+3)` as `a` tends to `0` from above. -/
theorem missingCharge_limit (l : ℕ) {g : ℝ → ℝ} (hg : Continuous g) :
    Tendsto (fun a : ℝ => missingCharge (originDensity l g) a / a ^ (2 * l + 3))
      (𝓝[>] 0) (𝓝 (g 0 / (2 * (l : ℝ) + 3))) := by
  have h := moment_limit (2 * l + 2) hg
  have e : ((2 * l + 2 : ℕ) : ℝ) + 1 = 2 * (l : ℝ) + 3 := by push_cast; ring
  rw [e] at h
  exact h

/-- For a density `r^(2l+2) g(r)` with `g` continuous, the missing nuclear attraction divided by
`a^(2l+2)` tends to `Z g(0)/(2l+2)` as `a` tends to `0` from above. -/
theorem missingAttraction_limit (Z : ℝ) (l : ℕ) {g : ℝ → ℝ} (hg : Continuous g) :
    Tendsto (fun a : ℝ => missingAttraction Z (originDensity l g) a / a ^ (2 * l + 2))
      (𝓝[>] 0) (𝓝 (Z * g 0 / (2 * (l : ℝ) + 2))) := by
  -- the Coulomb factor removes one power of `r`
  have hV : ∀ a : ℝ, missingAttraction Z (originDensity l g) a
      = Z * ∫ r in (0 : ℝ)..a, r ^ (2 * l + 1) * g r := by
    intro a
    unfold missingAttraction originDensity
    rw [← intervalIntegral.integral_const_mul]
    refine intervalIntegral.integral_congr fun r _ => ?_
    rcases eq_or_ne r 0 with h | h
    · simp [h]
    · rw [div_mul_eq_mul_div, div_eq_iff h]
      ring
  have h := (moment_limit (2 * l + 1) hg).const_mul Z
  have e : ((2 * l + 1 : ℕ) : ℝ) + 1 = 2 * (l : ℝ) + 2 := by push_cast; ring
  rw [e, ← mul_div_assoc] at h
  refine h.congr fun a => ?_
  rw [hV a, mul_div_assoc]

/-- For a density `r^(2l+2) g(r)` with `g` continuous and `g(0) ≠ 0`, the missing attraction per
missing charge, multiplied by `a`, tends to `Z(2l+3)/(2l+2)` as `a` tends to `0` from above. -/
theorem attraction_per_charge_limit (Z : ℝ) (l : ℕ) {g : ℝ → ℝ} (hg : Continuous g)
    (h0 : g 0 ≠ 0) :
    Tendsto (fun a : ℝ => a * (missingAttraction Z (originDensity l g) a /
        missingCharge (originDensity l g) a))
      (𝓝[>] 0) (𝓝 (Z * (2 * (l : ℝ) + 3) / (2 * (l : ℝ) + 2))) := by
  have h3 : (2 * (l : ℝ) + 3) ≠ 0 := by positivity
  have h := (missingAttraction_limit Z l hg).div (missingCharge_limit l hg) (div_ne_zero h0 h3)
  rw [div_div_div_eq, show Z * g 0 * (2 * (l : ℝ) + 3) = Z * (2 * (l : ℝ) + 3) * g 0 by ring,
    mul_div_mul_right _ _ h0] at h
  refine h.congr' ?_
  filter_upwards [self_mem_nhdsWithin] with a ha
  have hp : a ^ (2 * l + 2) ≠ 0 := pow_ne_zero _ (ne_of_gt ha)
  simp only [Pi.div_apply]
  rw [div_div_div_eq, show a ^ (2 * l + 3) = a ^ (2 * l + 2) * a from pow_succ a (2 * l + 2),
    mul_left_comm, mul_div_mul_left _ _ hp, mul_comm _ a, mul_div_assoc]

/-- The 1s density is of the form `r² g(r)` with `g(r) = 4 Z³ exp(-2Zr)`. -/
theorem density1s_eq (Z : ℝ) :
    density1s Z = originDensity 0 (fun r => 4 * Z ^ 3 * Real.exp (-2 * Z * r)) := by
  funext r
  simp only [density1s, originDensity]
  ring

/-- For `Z > 0` the 1s density carries unit charge. -/
theorem density1s_normalised {Z : ℝ} (hZ : 0 < Z) : ∫ r in Ioi (0 : ℝ), density1s Z r = 1 := by
  have h := Real.integral_rpow_mul_exp_neg_mul_Ioi (a := 3) (r := 2 * Z)
    (by norm_num) (by positivity)
  have G : Real.Gamma 3 = 2 := by
    rw [show (3 : ℝ) = ((2 : ℕ) : ℝ) + 1 by norm_num, Real.Gamma_nat_eq_factorial]
    norm_num [Nat.factorial]
  rw [show (3 : ℝ) - 1 = ((2 : ℕ) : ℝ) by norm_num, G,
    show (3 : ℝ) = ((3 : ℕ) : ℝ) by norm_num] at h
  simp only [Real.rpow_natCast] at h
  have hf : ∀ r, density1s Z r = 4 * Z ^ 3 * (r ^ 2 * Real.exp (-(2 * Z * r))) := by
    intro r
    rw [density1s, show -2 * Z * r = -(2 * Z * r) by ring, mul_assoc]
  simp only [hf]
  rw [MeasureTheory.integral_const_mul, h]
  have hk : 1 / (2 * Z) * (2 * Z) = 1 := one_div_mul_cancel (by positivity)
  generalize 1 / (2 * Z) = u at hk ⊢
  linear_combination (u ^ 2 * (2 * Z) ^ 2 + u * (2 * Z) + 1) * hk

/-- For `Z > 0` the 1s density has unit norm, and when the interval from `0` to `a` is omitted,
the missing charge over `a³` tends to `4Z³/3` while the missing nuclear attraction over `a²`
tends to `2Z⁴`, as `a` tends to `0` from above. -/
theorem missing_charge_and_attraction_1s {Z : ℝ} (hZ : 0 < Z) :
    (∫ r in Ioi (0 : ℝ), density1s Z r = 1) ∧
    Tendsto (fun a : ℝ => missingCharge (density1s Z) a / a ^ 3) (𝓝[>] 0) (𝓝 (4 * Z ^ 3 / 3)) ∧
    Tendsto (fun a : ℝ => missingAttraction Z (density1s Z) a / a ^ 2)
      (𝓝[>] 0) (𝓝 (2 * Z ^ 4)) := by
  have hg : Continuous (fun r : ℝ => 4 * Z ^ 3 * Real.exp (-2 * Z * r)) := by fun_prop
  refine ⟨density1s_normalised hZ, ?_, ?_⟩
  · have e : 4 * Z ^ 3 * Real.exp (-2 * Z * 0) / (2 * ((0 : ℕ) : ℝ) + 3) = 4 * Z ^ 3 / 3 := by
      simp only [mul_zero, Real.exp_zero, Nat.cast_zero]
      ring
    rw [density1s_eq, ← e]
    exact missingCharge_limit 0 hg
  · have e : Z * (4 * Z ^ 3 * Real.exp (-2 * Z * 0)) / (2 * ((0 : ℕ) : ℝ) + 2) = 2 * Z ^ 4 := by
      simp only [mul_zero, Real.exp_zero, Nat.cast_zero]
      ring
    rw [density1s_eq, ← e]
    exact missingAttraction_limit Z 0 hg

/-- For `Z > 0` the missing nuclear attraction of the 1s density per missing charge grows without
bound as the omitted interval from `0` to `a` shrinks to nothing. -/
theorem attraction_per_charge_diverges_1s {Z : ℝ} (hZ : 0 < Z) :
    Tendsto (fun a : ℝ => missingAttraction Z (density1s Z) a / missingCharge (density1s Z) a)
      (𝓝[>] 0) atTop := by
  have hg : Continuous (fun r : ℝ => 4 * Z ^ 3 * Real.exp (-2 * Z * r)) := by fun_prop
  have h0 : 4 * Z ^ 3 * Real.exp (-2 * Z * 0) ≠ 0 := by positivity
  have h := attraction_per_charge_limit Z 0 hg h0
  rw [← density1s_eq] at h
  have hC : 0 < Z * (2 * ((0 : ℕ) : ℝ) + 3) / (2 * ((0 : ℕ) : ℝ) + 2) := by positivity
  -- a positive limit times `1/a`
  refine (Filter.Tendsto.pos_mul_atTop hC h tendsto_inv_nhdsGT_zero).congr' ?_
  filter_upwards [self_mem_nhdsWithin] with a ha
  have ha0 : a ≠ 0 := ne_of_gt ha
  rw [mul_comm a, mul_assoc, mul_inv_cancel₀ ha0, mul_one]

end

end RadialGridOrigin
```

```lean
#print axioms RadialGridOrigin.missing_charge_and_attraction_1s
-- 'RadialGridOrigin.missing_charge_and_attraction_1s' depends on axioms: [propext, Classical.choice, Quot.sound]
#print axioms RadialGridOrigin.attraction_per_charge_diverges_1s
-- 'RadialGridOrigin.attraction_per_charge_diverges_1s' depends on axioms: [propext, Classical.choice, Quot.sound]
```

## Two losses from one interval

In atomic units, with nuclear charge $Z>0$, the 1s radial density is $\rho(r)=4Z^3r^2e^{-2Zr}$, written `density1s`. The two losses are

$$Q(a)=\int_0^a\rho(r)\,dr,\qquad A(a)=\int_0^a\frac Zr\,\rho(r)\,dr,$$

which are `missingCharge` and `missingAttraction`. The second is the magnitude of an energy that is itself negative. Lean sets `Z / r` to zero at $r=0$, a single point that does not affect the integral.

The theorem `missing_charge_and_attraction_1s` states that $\rho$ integrates to 1 over $r>0$ (`Ioi 0`), and that

$$\frac{Q(a)}{a^3}\to\frac{4Z^3}{3},\qquad \frac{A(a)}{a^2}\to2Z^4,$$

where `𝓝[>] 0` means that $a$ approaches zero from above. The last theorem adds that $A(a)/Q(a)$ tends to infinity (`atTop`). Both losses vanish, but for small $a$ the attraction loses a much larger fraction of its full value $Z^2$ than the charge loses of its full value 1. This concerns the nuclear attraction alone, not the total energy.

The general lemmas treat densities $r^{2l+2}g(r)$, where $l$ is the angular momentum and $g$ is continuous on the real line. The power of $r$ stands for the behaviour of a non-relativistic orbital near a point nucleus, where its radial function times $r$ goes as $r^{l+1}$. It is assumed, not derived from a Schrödinger equation. Kinetic energy, electron repulsion and the response of the orbital to the grid do not enter.

## Scaling to the unit interval

Both laws come from `moment_limit`. For a natural number $n$, the substitution $r=at$ gives

$$\int_0^a r^n g(r)\,dr=a^{n+1}\int_0^1t^n g(at)\,dt.$$

The integral on the right is continuous in $a$, and at $a=0$ it equals $g(0)\int_0^1t^n\,dt=g(0)/(n+1)$. This is therefore the limit of the left side divided by $a^{n+1}$. In the proof, `hc` is the continuity, `h0` the value at zero and `h` the substitution; `filter_upwards` restricts the comparison to $a>0$, where the division is legitimate.

For the charge, $n=2l+2$, so $Q(a)/a^{2l+3}\to g(0)/(2l+3)$. For the attraction, the Coulomb factor removes one power of $r$:

$$\frac Zr\,r^{2l+2}g(r)=Z\,r^{2l+1}g(r).$$

Now $n=2l+1$, and $A(a)/a^{2l+2}\to Zg(0)/(2l+2)$. The cancellation is `hV` in `missingAttraction_limit`.

If $g(0)\ne0$, the two laws can be divided:

$$a\,\frac{A(a)}{Q(a)}=\frac{A(a)/a^{2l+2}}{Q(a)/a^{2l+3}}\to\frac{Z(2l+3)}{2l+2}.$$

This is `attraction_per_charge_limit`. If $g(0)=0$, both limits are zero and do not fix the ratio.

## The 1s values

By `density1s_eq`, the 1s density has $l=0$ and $g(r)=4Z^3e^{-2Zr}$, so $g(0)=4Z^3$. The limits become $4Z^3/3$ and $Z\cdot4Z^3/2=2Z^4$. The ratio law gives $aA(a)/Q(a)\to3Z/2>0$; multiplying by $1/a$, which tends to infinity, gives the divergence.

The norm follows from the Gamma integral:

$$4Z^3\int_0^\infty r^2e^{-2Zr}\,dr=4Z^3\,\frac{\Gamma(3)}{(2Z)^3}=4Z^3\,\frac{2}{8Z^3}=1.$$

In `density1s_normalised`, Mathlib supplies this integral, and `linear_combination` completes the algebra from $u\cdot2Z=1$, where $u=1/(2Z)$.

## The first point of a logarithmic grid

An atomic program may use the grid $r_i=r_0e^{ih}$, with $i=0,1,2,\dots$ and step $h>0$. Its first point $r_0$ is positive, so a quadrature for the integral from $r_0$ outwards, such as the trapezoidal rule in $\ln r$, leaves out $0<r<r_0$ unless that part is added separately. For $Z=10$ and $r_0=10^{-3}$ bohr, the 1s electron loses about $1.3\times10^{-6}$ of its charge but about $0.020$ hartree of attraction.

For a single orbital, now with $\rho(r)=r^{2l+2}g(r)$ and $g(0)\ne0$, the leading terms also supply a correction. Since $\rho(r_0)\approx g(0)\,r_0^{2l+2}$ for small $r_0$, the program can add $r_0\,\rho(r_0)/(2l+3)$ to the charge and $Z\rho(r_0)/(2l+2)$ to the magnitude of the attraction, using only the density at the first grid point.
